# First-order energy of joining two Hückel fragments with one nonbonding orbital each

Let $A,B$ be real symmetric Hückel matrices, with energies measured from the nonbonding level and kernels spanned by unit vectors $a,b$. A coupling $tV$ joins them into $M_t=\begin{pmatrix}A&tV\\tV^T&B\end{pmatrix}$. Write $\|\cdot\|_1$ for the sum of absolute eigenvalues and $E(t)=\|M_t\|_1-\|A\|_1-\|B\|_1$. All orbitals can mix, so why does Dewar's slope $2|\langle a,Vb\rangle|$ contain only $a$ and $b$?

## Every other pair contributes at most at order $t^2$

Let non-interacting electrons doubly fill the negative levels, with one more electron in each fragment's nonbonding orbital, at zero energy. Then $E$ is the π-energy lowering, because the traces cancel. If $\langle a,Vb\rangle\ne0$ and $t>0$ is small, the electron number is the same before and after joining: the two nonbonding levels split into a negative and a positive one, and the negative one takes both electrons.

Orthogonal $U,W$ diagonalise $A,B$, with eigenvalues $\alpha_i,\beta_j$ (`exists_modes`). Exactly one of each vanishes, at $i_0,j_0$, with columns $\pm a,\pm b$ (`nbmo_mode`). Put $X=U^TVW$, so $|X_{i_0j_0}|=|\langle a,Vb\rangle|$. In this basis $M_t$ becomes $N$, with diagonal $\alpha_i,\beta_j$ and coupling $tX$. Write $N=Z\,\mathrm{diag}(d)Z^T$ with $Z$ orthogonal, and take $t\ge0$.

**Lower bound** (`perm_sum_le`). For any permutation $\pi$,
$$\sum_p|N_{\pi(p)p}|\le\sum_{p,k}|d_k|\tfrac{Z_{\pi(p)k}^2+Z_{pk}^2}{2}=\sum_k|d_k|.$$
Swapping $i_0$ and $j_0$ gives $E\ge2t|X_{i_0j_0}|$.

**Upper bound** (`exists_sign`, `trace_le`). Replacing each $d_k$ by its sign (+1 for zero) gives a symmetric $K$ with $K^2=1$ and
$$\|N\|_1=\mathrm{tr}(KN)=\sum_iK_{ii}\alpha_i+\sum_jK_{jj}\beta_j+2t\sum_{i,j}K_{ij}X_{ij}.$$
Rows of $K$ are normalised, so
$$K_{ii}\alpha_i\le|\alpha_i|\tfrac{1+K_{ii}^2}{2}\le|\alpha_i|\Bigl(1-\tfrac12\sum_jK_{ij}^2\Bigr),$$
and likewise for $\beta_j$. If $s=|\alpha_i|+|\beta_j|>0$, completing the square gives $2tK_{ij}X_{ij}-\tfrac s2K_{ij}^2\le2t^2X_{ij}^2/s$. The pair $i_0,j_0$ has $s=0$ and adds at most $2t|X_{i_0j_0}|$. Hence
$$E\le2t|X_{i_0j_0}|+t^2\sum_{(i,j)\ne(i_0,j_0)}\frac{2X_{ij}^2}{|\alpha_i|+|\beta_j|}.$$

`unionEnergy_bounds` combines the bounds; dividing by $t>0$ and squeezing gives `dewar_union`.

The denominator is $|\alpha_i|+|\beta_j|$, not the level difference $|\alpha_i-\beta_j|$, so the bound survives when $\alpha_i=\beta_j\ne0$. Degenerate bonding levels can split at first order, but both stay filled and their first-order shifts cancel in the sum.

With one atom per fragment, $A=B=0$ and $V=v$, the eigenvalues are $\pm tv$ and $E=2t|v|$ exactly.

In the code, `IsHermitian` means symmetric, `IsNBMO` says that the vector is normalised and spans the kernel, and `𝓝[>] 0` means $t\to0^+$. The matrices are finite and $V$ is arbitrary. The single nonbonding orbital is a hypothesis, verified for allyl in `allyl_witness`. For one bond of strength $t\beta$ between atom $r$ of $A$ and atom $s$ of $B$ (here $\beta$ is a coupling, not a level $\beta_j$), `dewar_single_bond` gives slope $2|\beta a_rb_s|$.

In Lean 4 with Mathlib:

```lean
import Mathlib

open Matrix Filter Topology Finset
open Sum (inl inr)

namespace DewarUnion

variable {n m : Type*} [Fintype n] [DecidableEq n] [Fintype m] [DecidableEq m]

/-- The trace norm of a real symmetric matrix: the sum of its absolute eigenvalues. -/
noncomputable def traceNorm {M : Matrix n n ℝ} (hM : M.IsHermitian) : ℝ :=
  ∑ i, |hM.eigenvalues i|

/-- `a` is the only nonbonding orbital of `A`: it is normalised and spans the kernel. -/
def IsNBMO (A : Matrix n n ℝ) (a : n → ℝ) : Prop :=
  a ⬝ᵥ a = 1 ∧ ∀ x, A *ᵥ x = 0 ↔ ∃ c : ℝ, x = c • a

/-- Two fragments `A` and `B` joined by the coupling `t V`. -/
def unionMatrix (A : Matrix n n ℝ) (B : Matrix m m ℝ) (V : Matrix n m ℝ) (t : ℝ) :
    Matrix (n ⊕ m) (n ⊕ m) ℝ := fromBlocks A (t • V) (t • Vᵀ) B

omit [Fintype n] [DecidableEq n] [Fintype m] [DecidableEq m] in
/-- The union of two symmetric fragments is symmetric. -/
theorem union_symm {A : Matrix n n ℝ} {B : Matrix m m ℝ} (hA : A.IsHermitian)
    (hB : B.IsHermitian) (V : Matrix n m ℝ) (t : ℝ) : (unionMatrix A B V t).IsHermitian :=
  hA.fromBlocks (by ext i j; simp) hB

/-- The union energy: trace norm of the joined system minus those of the fragments. -/
noncomputable def unionEnergy {A : Matrix n n ℝ} {B : Matrix m m ℝ} (hA : A.IsHermitian)
    (hB : B.IsHermitian) (V : Matrix n m ℝ) (t : ℝ) : ℝ :=
  traceNorm (union_symm hA hB V t) - traceNorm hA - traceNorm hB

/-- A real symmetric matrix is diagonal in an orthonormal basis of orbitals. -/
theorem exists_modes {M : Matrix n n ℝ} (hM : M.IsHermitian) : ∃ U : Matrix n n ℝ,
    Uᵀ * U = 1 ∧ M = U * diagonal hM.eigenvalues * Uᵀ ∧
      Uᵀ * M * U = diagonal hM.eigenvalues := by
  obtain ⟨U, hUd⟩ : ∃ U : Matrix n n ℝ, U = hM.eigenvectorUnitary := ⟨_, rfl⟩
  have hU : Uᵀ * U = 1 := by
    have h := Matrix.mem_unitaryGroup_iff'.mp hM.eigenvectorUnitary.2
    rwa [Matrix.star_eq_conjTranspose, Matrix.conjTranspose_eq_transpose_of_trivial,
      ← hUd] at h
  have e : M * U = U * diagonal hM.eigenvalues := by
    ext i j
    rw [Matrix.mul_diagonal, hUd]
    exact (congrFun (hM.mulVec_eigenvectorBasis j) i).trans (mul_comm _ _)
  refine ⟨U, hU, ?_, ?_⟩
  · rw [← e, Matrix.mul_assoc, mul_eq_one_comm.1 hU, Matrix.mul_one]
  · rw [Matrix.mul_assoc, e, ← Matrix.mul_assoc, hU, Matrix.one_mul]

/-- For a real symmetric matrix with eigenvalues `d`, the absolute entries picked out by a
permutation sum to at most the sum of the `|d k|`. -/
theorem perm_sum_le {N Z : Matrix n n ℝ} {d : n → ℝ} (hZ : Zᵀ * Z = 1)
    (hN : N = Z * diagonal d * Zᵀ) (π : Equiv.Perm n) :
    ∑ p, |N (π p) p| ≤ ∑ k, |d k| := by
  have hcol : ∀ k, ∑ p, Z p k ^ 2 = 1 := fun k => by
    simpa [Matrix.mul_apply, sq] using congrFun (congrFun hZ k) k
  have hent : ∀ p, |N (π p) p| ≤ ∑ k, |d k| * ((Z (π p) k ^ 2 + Z p k ^ 2) / 2) := by
    intro p
    have e : N (π p) p = ∑ k, Z (π p) k * d k * Z p k := by
      rw [hN, Matrix.mul_apply]
      simp only [Matrix.mul_diagonal, Matrix.transpose_apply]
    rw [e]
    refine (abs_sum_le_sum_abs _ _).trans (sum_le_sum fun k _ => ?_)
    have h : |Z (π p) k * Z p k| ≤ (Z (π p) k ^ 2 + Z p k ^ 2) / 2 := by
      rw [abs_le]
      constructor <;> nlinarith [sq_nonneg (Z (π p) k + Z p k), sq_nonneg (Z (π p) k - Z p k)]
    calc |Z (π p) k * d k * Z p k| = |d k| * |Z (π p) k * Z p k| := by
          rw [← abs_mul]; congr 1; ring
      _ ≤ _ := mul_le_mul_of_nonneg_left h (abs_nonneg _)
  refine (sum_le_sum fun p _ => hent p).trans (le_of_eq ?_)
  rw [sum_comm]
  refine sum_congr rfl fun k _ => ?_
  have h2 : ∑ p, Z (π p) k ^ 2 = 1 := (Equiv.sum_comp π (fun p => Z p k ^ 2)).trans (hcol k)
  rw [← mul_sum, ← sum_div, sum_add_distrib, h2, hcol k]
  norm_num

/-- For a real symmetric matrix `N` with eigenvalues `d`, some symmetric involution `K` gives
`tr (K N) = ∑ |d k|`. -/
theorem exists_sign {N Z : Matrix n n ℝ} {d : n → ℝ} (hZ : Zᵀ * Z = 1)
    (hN : N = Z * diagonal d * Zᵀ) :
    ∃ K : Matrix n n ℝ, Kᵀ = K ∧ K * K = 1 ∧ Matrix.trace (K * N) = ∑ k, |d k| := by
  obtain ⟨s, hs, hd⟩ : ∃ s : n → ℝ, (∀ k, s k * s k = 1) ∧ ∀ k, s k * d k = |d k| := by
    refine ⟨fun k => if 0 ≤ d k then 1 else -1, fun k => ?_, fun k => ?_⟩
    · dsimp only; split_ifs <;> norm_num
    · dsimp only
      split_ifs with h
      · rw [abs_of_nonneg h, one_mul]
      · rw [abs_of_neg (not_le.1 h), neg_one_mul]
  have key : ∀ f : n → ℝ, Z * diagonal s * Zᵀ * (Z * diagonal f * Zᵀ)
      = Z * diagonal (fun k => s k * f k) * Zᵀ := fun f => by
    calc _ = Z * diagonal s * (Zᵀ * Z) * diagonal f * Zᵀ := by simp only [Matrix.mul_assoc]
      _ = _ := by rw [hZ, Matrix.mul_one, Matrix.mul_assoc Z, diagonal_mul_diagonal]
  refine ⟨Z * diagonal s * Zᵀ, ?_, ?_, ?_⟩
  · simp only [transpose_mul, transpose_transpose, diagonal_transpose, Matrix.mul_assoc]
  · rw [key]
    simp only [hs, diagonal_one, Matrix.mul_one]
    exact mul_eq_one_comm.1 hZ
  · rw [hN, key, Matrix.trace_mul_comm, ← Matrix.mul_assoc, hZ, Matrix.one_mul,
      Matrix.trace_diagonal]
    exact sum_congr rfl fun k _ => hd k

/-- If `a` is the only nonbonding orbital of `A`, exactly one mode in an orthonormal
eigenbasis has zero energy, and it equals `a` up to sign. -/
theorem nbmo_mode {A U : Matrix n n ℝ} {a α : n → ℝ} (h : IsNBMO A a) (hU : Uᵀ * U = 1)
    (hA : A = U * diagonal α * Uᵀ) : ∃ i₀, ∃ c : ℝ, |c| = 1 ∧
      (∀ k, U k i₀ = c * a k) ∧ ∀ i, α i = 0 ↔ i = i₀ := by
  have e : A * U = U * diagonal α := by rw [hA, Matrix.mul_assoc, hU, Matrix.mul_one]
  have hcol : ∀ i, α i = 0 → ∃ c : ℝ, ∀ k, U k i = c * a k := fun i hi => by
    have h0 : A *ᵥ (fun k => U k i) = 0 := by
      ext k
      have h1 := congrFun (congrFun e k) i
      rw [Matrix.mul_diagonal, hi, mul_zero] at h1
      exact h1
    obtain ⟨c, hc⟩ := (h.2 _).1 h0
    exact ⟨c, fun k => congrFun hc k⟩
  have hip : ∀ i j c d, (∀ k, U k i = c * a k) → (∀ k, U k j = d * a k) →
      c * d = (1 : Matrix n n ℝ) i j := by
    intro i j c d hi hj
    have h1 : ∑ k, a k * a k = 1 := h.1
    rw [← hU, Matrix.mul_apply, ← mul_one (c * d), ← h1, mul_sum]
    exact sum_congr rfl fun k _ => by rw [transpose_apply, hi, hj]; ring
  -- without a zero eigenvalue the orbital `a` would vanish
  have hex : ∃ i, α i = 0 := by
    by_contra hne
    have h0 : A *ᵥ a = 0 := (h.2 a).2 ⟨1, by simp⟩
    have h1 : diagonal α *ᵥ (Uᵀ *ᵥ a) = 0 := by
      have e' : diagonal α * Uᵀ = Uᵀ * A := by
        rw [hA, ← Matrix.mul_assoc, ← Matrix.mul_assoc, hU, Matrix.one_mul]
      rw [mulVec_mulVec, e', ← mulVec_mulVec, h0, mulVec_zero]
    have hy : Uᵀ *ᵥ a = 0 := by
      ext i
      have h2 : α i * (Uᵀ *ᵥ a) i = 0 := by rw [← mulVec_diagonal, h1]; rfl
      exact (mul_eq_zero.1 h2).resolve_left fun hi => hne ⟨i, hi⟩
    have ha : a = 0 := by
      calc a = (U * Uᵀ) *ᵥ a := by rw [mul_eq_one_comm.1 hU, one_mulVec]
        _ = 0 := by rw [← mulVec_mulVec, hy, mulVec_zero]
    have h3 := h.1
    rw [ha] at h3
    simp at h3
  obtain ⟨i₀, hi₀⟩ := hex
  obtain ⟨c, hc⟩ := hcol i₀ hi₀
  have hcc := hip i₀ i₀ c c hc hc
  rw [one_apply_eq] at hcc
  refine ⟨i₀, c, ?_, hc, fun i => ⟨fun hi => ?_, fun hi => by rw [hi]; exact hi₀⟩⟩
  · rcases mul_self_eq_one_iff.1 hcc with h | h <;> simp [h]
  · by_contra hne
    obtain ⟨d, hd⟩ := hcol i hi
    have h1 := hip i i d d hd hd
    have h2 := hip i i₀ d c hd hc
    rw [one_apply_eq] at h1
    rw [one_apply_ne hne] at h2
    have h3 : (d * c) * (d * c) = (d * d) * (c * c) := by ring
    rw [h1, h2, hcc] at h3
    norm_num at h3

/-- For a symmetric involution `K` and `t ≥ 0`, if only the modes `i₀`, `j₀` can both have zero
energy, the trace of `K` times the joined matrix exceeds the sum of all `|α i|` and `|β j|` by at
most the first-order term of that pair plus a second-order sum over all pairs, in which a term with
zero denominator counts as zero. -/
theorem trace_le {K : Matrix (n ⊕ m) (n ⊕ m) ℝ} (hK : Kᵀ = K) (hKK : K * K = 1)
    (α : n → ℝ) (β : m → ℝ) (X : Matrix n m ℝ) {t : ℝ} (ht : 0 ≤ t) (i₀ : n) (j₀ : m)
    (h0 : ∀ i j, |α i| + |β j| = 0 → i = i₀ ∧ j = j₀) :
    Matrix.trace (K * fromBlocks (diagonal α) (t • X) (t • Xᵀ) (diagonal β)) ≤
      ∑ i, |α i| + ∑ j, |β j| + 2 * t * |X i₀ j₀|
        + t ^ 2 * ∑ i, ∑ j, 2 * X i j ^ 2 / (|α i| + |β j|) := by
  have hs : ∀ p q, K q p = K p q := fun p q => congrFun (congrFun hK p) q
  have hrow : ∀ p, ∑ i, K p (inl i) ^ 2 + ∑ j, K p (inr j) ^ 2 = 1 := fun p => by
    have h := congrFun (congrFun hKK p) p
    rw [Matrix.mul_apply, Fintype.sum_sum_type, one_apply_eq] at h
    simpa only [hs p, ← sq] using h
  have hl : ∀ p i, K p (inl i) ^ 2 ≤ ∑ k, K p (inl k) ^ 2 := fun p i =>
    single_le_sum (f := fun k => K p (inl k) ^ 2) (fun k _ => sq_nonneg _) (mem_univ i)
  have hr : ∀ p j, K p (inr j) ^ 2 ≤ ∑ k, K p (inr k) ^ 2 := fun p j =>
    single_le_sum (f := fun k => K p (inr k) ^ 2) (fun k _ => sq_nonneg _) (mem_univ j)
  have aux : ∀ x y s : ℝ, x ^ 2 + s ≤ 1 → x * y + |y| / 2 * s ≤ |y| := by
    intro x y s h
    rcases le_total 0 y with hy | hy
    · rw [abs_of_nonneg hy]
      nlinarith [mul_nonneg hy (sq_nonneg (x - 1)), mul_nonneg hy (sub_nonneg.2 h)]
    · rw [abs_of_nonpos hy]
      nlinarith [mul_nonneg (neg_nonneg.2 hy) (sq_nonneg (x + 1)),
        mul_nonneg (neg_nonneg.2 hy) (sub_nonneg.2 h)]
  -- normalised rows: mixing lowers the diagonal contribution
  have h1 : ∀ i, K (inl i) (inl i) * α i + ∑ j, |α i| / 2 * K (inl i) (inr j) ^ 2
      ≤ |α i| := fun i => by
    rw [← mul_sum]
    exact aux _ _ _ (by linarith [hrow (inl i), hl (inl i) i])
  have h2 : ∀ j, K (inr j) (inr j) * β j + ∑ i, |β j| / 2 * K (inl i) (inr j) ^ 2
      ≤ |β j| := fun j => by
    have e : ∑ i, K (inl i) (inr j) ^ 2 = ∑ i, K (inr j) (inl i) ^ 2 :=
      sum_congr rfl fun i _ => by rw [hs (inr j) (inl i)]
    rw [← mul_sum, e]
    exact aux _ _ _ (by linarith [hrow (inr j), hr (inr j) j])
  -- completing the square for each pair of modes
  have h3 : ∀ i j, 2 * (K (inl i) (inr j) * (t * X i j)) ≤
      |α i| / 2 * K (inl i) (inr j) ^ 2 + |β j| / 2 * K (inl i) (inr j) ^ 2
      + t ^ 2 * (2 * X i j ^ 2 / (|α i| + |β j|))
      + (if i = i₀ then (if j = j₀ then 2 * t * |X i j| else 0) else 0) := by
    intro i j
    generalize hk : K (inl i) (inr j) = k
    have hk1 : k ^ 2 ≤ 1 := by
      rw [← hk]
      linarith [hrow (inl i), hr (inl i) j, hl (inl i) i, sq_nonneg (K (inl i) (inl i))]
    rcases eq_or_lt_of_le (add_nonneg (abs_nonneg (α i)) (abs_nonneg (β j))) with h | h
    · obtain ⟨hi, hj⟩ := h0 i j h.symm
      rw [if_pos hi, if_pos hj]
      have hk2 : |k| ≤ 1 := abs_le.2 ⟨by nlinarith, by nlinarith⟩
      have h4 : k * X i j ≤ |X i j| := (le_abs_self _).trans
        (by rw [abs_mul]; exact mul_le_of_le_one_left (abs_nonneg _) hk2)
      have h5 := mul_le_mul_of_nonneg_left h4 ht
      have p1 : 0 ≤ |α i| / 2 * k ^ 2 := by positivity
      have p2 : 0 ≤ |β j| / 2 * k ^ 2 := by positivity
      have p3 : 0 ≤ t ^ 2 * (2 * X i j ^ 2 / (|α i| + |β j|)) := by positivity
      linarith
    · have p : 0 ≤ (if i = i₀ then (if j = j₀ then 2 * t * |X i j| else 0) else 0) := by
        split_ifs <;> positivity
      have sqr : ∀ s x : ℝ, 0 < s →
          2 * (k * (t * x)) ≤ s / 2 * k ^ 2 + t ^ 2 * (2 * x ^ 2 / s) := by
        intro s x hs
        have e : s / 2 * k ^ 2 + t ^ 2 * (2 * x ^ 2 / s) - 2 * (k * (t * x))
            = (s * k - 2 * t * x) ^ 2 / (2 * s) := by
          field_simp
          ring
        have q : 0 ≤ (s * k - 2 * t * x) ^ 2 / (2 * s) := by positivity
        linarith
      linarith [sqr _ (X i j) h]
  have H1 := sum_le_sum fun i (_ : i ∈ (univ : Finset n)) => h1 i
  have H2 := sum_le_sum fun j (_ : j ∈ (univ : Finset m)) => h2 j
  have H3 := sum_le_sum fun i (_ : i ∈ (univ : Finset n)) =>
    sum_le_sum fun j (_ : j ∈ (univ : Finset m)) => h3 i j
  simp only [sum_add_distrib] at H1 H2 H3
  have e1 : ∑ j, ∑ i, |β j| / 2 * K (inl i) (inr j) ^ 2
      = ∑ i, ∑ j, |β j| / 2 * K (inl i) (inr j) ^ 2 := sum_comm
  have e2 : ∑ j, ∑ i, K (inr j) (inl i) * (t * X i j)
      = ∑ i, ∑ j, K (inl i) (inr j) * (t * X i j) :=
    sum_comm.trans (sum_congr rfl fun i _ => sum_congr rfl fun j _ => by
      rw [hs (inl i) (inr j)])
  have e3 : ∑ i, ∑ j, 2 * (K (inl i) (inr j) * (t * X i j))
      = 2 * ∑ i, ∑ j, K (inl i) (inr j) * (t * X i j) := by simp only [mul_sum]
  have e4 : ∑ i, ∑ j, t ^ 2 * (2 * X i j ^ 2 / (|α i| + |β j|))
      = t ^ 2 * ∑ i, ∑ j, 2 * X i j ^ 2 / (|α i| + |β j|) := by simp only [mul_sum]
  have e5 : ∑ i, ∑ j, (if i = i₀ then (if j = j₀ then 2 * t * |X i j| else 0) else 0)
      = 2 * t * |X i₀ j₀| := by
    rw [sum_eq_single i₀ (fun i _ hi => by simp [hi]) (by simp)]
    simp
  have e6 : Matrix.trace (K * fromBlocks (diagonal α) (t • X) (t • Xᵀ) (diagonal β))
      = ∑ i, K (inl i) (inl i) * α i + ∑ i, ∑ j, K (inl i) (inr j) * (t * X i j)
        + (∑ j, ∑ i, K (inr j) (inl i) * (t * X i j) + ∑ j, K (inr j) (inr j) * β j) := by
    simp only [Matrix.trace, Matrix.diag_apply, Matrix.mul_apply, Fintype.sum_sum_type,
      fromBlocks_apply₁₁, fromBlocks_apply₁₂, fromBlocks_apply₂₁, fromBlocks_apply₂₂,
      diagonal_apply, mul_ite, mul_zero, sum_ite_eq', mem_univ, if_true,
      Matrix.smul_apply, transpose_apply, smul_eq_mul, sum_add_distrib]
    ring
  linarith

/-- If each fragment has a single nonbonding orbital, the union energy for `t ≥ 0` is at
least `2 t |⟨a, V b⟩|` and exceeds it by at most a constant times `t ^ 2`. -/
theorem unionEnergy_bounds {A : Matrix n n ℝ} {B : Matrix m m ℝ} (hA : A.IsHermitian)
    (hB : B.IsHermitian) (V : Matrix n m ℝ) {a : n → ℝ} {b : m → ℝ}
    (ha : IsNBMO A a) (hb : IsNBMO B b) : ∃ C : ℝ, ∀ t : ℝ, 0 ≤ t →
      2 * t * |a ⬝ᵥ V *ᵥ b| ≤ unionEnergy hA hB V t ∧
      unionEnergy hA hB V t ≤ 2 * t * |a ⬝ᵥ V *ᵥ b| + C * t ^ 2 := by
  obtain ⟨U, hU, hAU, dA⟩ := exists_modes hA
  obtain ⟨W, hW, hBW, dB⟩ := exists_modes hB
  obtain ⟨i₀, c, hc, hci, hα⟩ := nbmo_mode ha hU hAU
  obtain ⟨j₀, d, hd, hdj, hβ⟩ := nbmo_mode hb hW hBW
  obtain ⟨X, hX⟩ : ∃ X, Uᵀ * V * W = X := ⟨_, rfl⟩
  have hXT : Wᵀ * Vᵀ * U = Xᵀ := by
    rw [← hX]; simp only [transpose_mul, transpose_transpose, Matrix.mul_assoc]
  have hv : |X i₀ j₀| = |a ⬝ᵥ V *ᵥ b| := by
    have e : X i₀ j₀ = (fun k => U k i₀) ⬝ᵥ V *ᵥ (fun l => W l j₀) := by
      rw [← hX, Matrix.mul_assoc]; rfl
    have e1 : (fun k => U k i₀) = c • a := funext hci
    have e2 : (fun l => W l j₀) = d • b := funext hdj
    rw [e, e1, e2, mulVec_smul, smul_dotProduct, dotProduct_smul, smul_eq_mul, smul_eq_mul,
      abs_mul, abs_mul, hc, hd, one_mul, one_mul]
  obtain ⟨O, hOd⟩ : ∃ O : Matrix (n ⊕ m) (n ⊕ m) ℝ, O = fromBlocks U 0 0 W := ⟨_, rfl⟩
  have hO : Oᵀ * O = 1 := by
    rw [hOd]; simp [fromBlocks_transpose, fromBlocks_multiply, hU, hW]
  refine ⟨∑ i, ∑ j, 2 * X i j ^ 2 / (|hA.eigenvalues i| + |hB.eigenvalues j|),
    fun t ht => ?_⟩
  obtain ⟨Y, hY, hMY, -⟩ := exists_modes (union_symm hA hB V t)
  have hZ : (Oᵀ * Y)ᵀ * (Oᵀ * Y) = 1 := by
    calc _ = Yᵀ * (O * Oᵀ) * Y := by
          simp only [transpose_mul, transpose_transpose, Matrix.mul_assoc]
      _ = 1 := by rw [mul_eq_one_comm.1 hO, Matrix.mul_one, hY]
  -- the joined system in the orbital basis of the fragments
  have hN0 : Oᵀ * unionMatrix A B V t * O = fromBlocks (diagonal hA.eigenvalues) (t • X)
      (t • Xᵀ) (diagonal hB.eigenvalues) := by
    rw [hOd]
    simp only [unionMatrix, fromBlocks_transpose, fromBlocks_multiply, transpose_zero,
      Matrix.zero_mul, Matrix.mul_zero, add_zero, zero_add, Matrix.mul_smul,
      Matrix.smul_mul, smul_zero, dA, dB, hX, hXT]
  have hN := hN0.symm.trans ((congrArg (fun T => Oᵀ * T * O) hMY).trans
    (show _ = (Oᵀ * Y) * diagonal (union_symm hA hB V t).eigenvalues * (Oᵀ * Y)ᵀ by
      simp only [transpose_mul, transpose_transpose, Matrix.mul_assoc]))
  have L := perm_sum_le hZ hN (Equiv.swap (inl i₀) (inr j₀))
  have s1 : ∀ i, |fromBlocks (diagonal hA.eigenvalues) (t • X) (t • Xᵀ)
      (diagonal hB.eigenvalues) (Equiv.swap (inl i₀) (inr j₀) (inl i)) (inl i)|
      = |hA.eigenvalues i| + if i = i₀ then t * |X i₀ j₀| else 0 := by
    intro i
    by_cases h : i = i₀
    · rw [h, Equiv.swap_apply_left, fromBlocks_apply₂₁, if_pos rfl, (hα i₀).2 rfl]
      simp [abs_mul, abs_of_nonneg ht]
    · rw [Equiv.swap_apply_of_ne_of_ne (by simpa using h) (by simp), fromBlocks_apply₁₁,
        diagonal_apply_eq, if_neg h, add_zero]
  have s2 : ∀ j, |fromBlocks (diagonal hA.eigenvalues) (t • X) (t • Xᵀ)
      (diagonal hB.eigenvalues) (Equiv.swap (inl i₀) (inr j₀) (inr j)) (inr j)|
      = |hB.eigenvalues j| + if j = j₀ then t * |X i₀ j₀| else 0 := by
    intro j
    by_cases h : j = j₀
    · rw [h, Equiv.swap_apply_right, fromBlocks_apply₁₂, if_pos rfl, (hβ j₀).2 rfl]
      simp [abs_mul, abs_of_nonneg ht]
    · rw [Equiv.swap_apply_of_ne_of_ne (by simp) (by simpa using h), fromBlocks_apply₂₂,
        diagonal_apply_eq, if_neg h, add_zero]
  rw [Fintype.sum_sum_type] at L
  simp only [s1, s2, sum_add_distrib, sum_ite_eq', mem_univ, if_true] at L
  obtain ⟨K, hK, hKK, hKN⟩ := exists_sign hZ hN
  have R := trace_le hK hKK hA.eigenvalues hB.eigenvalues X ht i₀ j₀ fun i j h => by
    have p := abs_nonneg (hA.eigenvalues i)
    have q := abs_nonneg (hB.eigenvalues j)
    exact ⟨(hα i).1 (abs_eq_zero.1 (by linarith)), (hβ j).1 (abs_eq_zero.1 (by linarith))⟩
  rw [hKN] at R
  rw [← hv]
  unfold unionEnergy traceNorm
  constructor <;> linarith

/-- Dewar's first-order union energy: if each fragment has a single nonbonding orbital, the
union energy divided by `t` tends to `2 |⟨a, V b⟩|` as `t` tends to zero from above. -/
theorem dewar_union {A : Matrix n n ℝ} {B : Matrix m m ℝ} (hA : A.IsHermitian)
    (hB : B.IsHermitian) (V : Matrix n m ℝ) {a : n → ℝ} {b : m → ℝ}
    (ha : IsNBMO A a) (hb : IsNBMO B b) :
    Tendsto (fun t => unionEnergy hA hB V t / t) (𝓝[>] 0) (𝓝 (2 * |a ⬝ᵥ V *ᵥ b|)) := by
  obtain ⟨C, hC⟩ := unionEnergy_bounds hA hB V ha hb
  have hcont : Continuous fun t : ℝ => 2 * |a ⬝ᵥ V *ᵥ b| + C * t := by fun_prop
  have h1 : Tendsto (fun t : ℝ => 2 * |a ⬝ᵥ V *ᵥ b| + C * t) (𝓝[>] (0 : ℝ))
      (𝓝 (2 * |a ⬝ᵥ V *ᵥ b| + C * 0)) := (hcont.tendsto 0).mono_left nhdsWithin_le_nhds
  rw [mul_zero, add_zero] at h1
  refine tendsto_of_tendsto_of_tendsto_of_le_of_le' tendsto_const_nhds h1 ?_ ?_
  · filter_upwards [self_mem_nhdsWithin] with t ht
    have ht' : 0 < t := ht
    rw [le_div_iff₀ ht']
    linarith [(hC t ht'.le).1]
  · filter_upwards [self_mem_nhdsWithin] with t ht
    have ht' : 0 < t := ht
    rw [div_le_iff₀ ht']
    linarith [(hC t ht'.le).2]

/-- If each fragment has a single nonbonding orbital and one bond of strength `t β` joins atom `r`
to atom `s`, the union energy divided by `t` tends to `2 |β a_r b_s|` as `t` tends to zero from
above. -/
theorem dewar_single_bond {A : Matrix n n ℝ} {B : Matrix m m ℝ} (hA : A.IsHermitian)
    (hB : B.IsHermitian) {a : n → ℝ} {b : m → ℝ} (ha : IsNBMO A a) (hb : IsNBMO B b)
    (r : n) (s : m) (β : ℝ) :
    Tendsto (fun t => unionEnergy hA hB (Matrix.single r s β) t / t) (𝓝[>] 0)
      (𝓝 (2 * |β * a r * b s|)) := by
  have e : a ⬝ᵥ Matrix.single r s β *ᵥ b = β * a r * b s := by
    simp only [dotProduct, mulVec]
    rw [sum_eq_single r (fun k _ hk => by simp [hk.symm]) (by simp),
      sum_eq_single s (fun l _ hl => by simp [hl.symm]) (by simp)]
    simp only [Matrix.single_apply, and_self, if_true]
    ring
  rw [← e]
  exact dewar_union hA hB _ ha hb

/-- The three-atom allyl chain is symmetric, and `(1, 0, -1) / √2` is its only nonbonding
orbital. -/
theorem allyl_witness : (!![0, 1, 0; 1, 0, 1; 0, 1, 0] : Matrix (Fin 3) (Fin 3) ℝ).IsHermitian ∧
    IsNBMO !![0, 1, 0; 1, 0, 1; 0, 1, 0] ![(√2)⁻¹, 0, -(√2)⁻¹] := by
  have hs : (√2)⁻¹ * (√2)⁻¹ = (1 / 2 : ℝ) := by
    rw [← mul_inv, Real.mul_self_sqrt (by norm_num)]; norm_num
  generalize (√2)⁻¹ = s at hs ⊢
  refine ⟨by ext i j; fin_cases i <;> fin_cases j <;> simp, ?_, fun x => ⟨fun h => ?_, ?_⟩⟩
  · have e : ![s, 0, -s] ⬝ᵥ ![s, 0, -s] = s * s + s * s := by
      simp [dotProduct, Fin.sum_univ_three]
    rw [e, hs]; norm_num
  · have h0 : x 1 = 0 := by
      simpa [mulVec, dotProduct, Fin.sum_univ_three] using congrFun h 0
    have h1 : x 0 + x 2 = 0 := by
      simpa [mulVec, dotProduct, Fin.sum_univ_three] using congrFun h 1
    have e0 : x 0 = 2 * s * x 0 * s := by linear_combination (-2 * x 0) * hs
    have e1 : x 1 = 2 * s * x 0 * 0 := by rw [h0, mul_zero]
    have e2 : x 2 = 2 * s * x 0 * (-s) := by linear_combination h1 + 2 * x 0 * hs
    refine ⟨2 * s * x 0, ?_⟩
    ext i
    fin_cases i
    · exact e0
    · exact e1
    · exact e2
  · rintro ⟨c, rfl⟩
    ext i
    fin_cases i <;> simp [mulVec, dotProduct, Fin.sum_univ_three]

end DewarUnion
```

```lean
#print axioms DewarUnion.dewar_union
#print axioms DewarUnion.dewar_single_bond
```

```
'DewarUnion.dewar_union' depends on axioms: [propext, Classical.choice, Quot.sound]
'DewarUnion.dewar_single_bond' depends on axioms: [propext, Classical.choice, Quot.sound]
```
